# The lowest level of a finite Hermitian matrix orthogonal to a given eigenstate is the lowest remaining eigenvalue, counted with multiplicity

Let `H` be a finite complex Hermitian matrix with its eigenvalues listed by an index, and let `u` be a normalised eigenvector whose energy is the eigenvalue at index `a`. The theorem `isLeast_orthLevels` says that if `b` is an index other than `a` whose eigenvalue is lowest among all the indices other than `a`, then that eigenvalue is the least energy at which `H` has a nonzero eigenvector orthogonal to `u`. Degeneracy is allowed, and `u` need not be the basis eigenvector at index `a`. The proof first exhibits such an eigenvector, combining two degenerate basis states if the one at `b` is not already orthogonal to `u`. It then shows that an orthogonal eigenvector at any lower energy would make `u` orthogonal to the whole eigenbasis, against its normalisation.

The first attempt, which Lean rejects:

```lean
import Mathlib

open Matrix
open scoped ComplexOrder

namespace PenaltyDeflation

noncomputable section

variable {n : Type*} [Fintype n]

/-- The energy levels of `H` that have a nonzero eigenvector orthogonal to `u`. -/
def orthLevels (H : Matrix n n ℂ) (u : n → ℂ) : Set ℝ :=
  {μ | ∃ v : n → ℂ, v ≠ 0 ∧ star u ⬝ᵥ v = 0 ∧ H *ᵥ v = (μ : ℂ) • v}

/-- A Hermitian `H` acts to the left on an eigenvector `u` by its real eigenvalue. -/
theorem overlap_mulVec {H : Matrix n n ℂ} (hH : H.IsHermitian) {u : n → ℂ} {E : ℝ}
    (hu : H *ᵥ u = (E : ℂ) • u) (v : n → ℂ) :
    star u ⬝ᵥ (H *ᵥ v) = (E : ℂ) * (star u ⬝ᵥ v) := by
  have h := congrArg star hu
  rw [star_mulVec, hH.eq, star_smul, Complex.star_def, Complex.conj_ofReal] at h
  rw [dotProduct_mulVec, h, smul_dotProduct, smul_eq_mul]

/-- Eigenvectors of a Hermitian matrix at different energies are orthogonal. -/
theorem eigen_orthogonal {H : Matrix n n ℂ} (hH : H.IsHermitian) {x y : n → ℂ} {E F : ℝ}
    (hx : H *ᵥ x = (E : ℂ) • x) (hy : H *ᵥ y = (F : ℂ) • y) (hne : E ≠ F) :
    star x ⬝ᵥ y = 0 := by
  have h := overlap_mulVec hH hx y
  rw [hy, dotProduct_smul, smul_eq_mul] at h
  have h2 : ((E : ℂ) - F) * (star x ⬝ᵥ y) = 0 := by linear_combination -h
  exact (mul_eq_zero.mp h2).resolve_left
    (fun h3 => hne (by exact_mod_cast sub_eq_zero.mp h3))

variable [DecidableEq n]

/-- If `u` is a unit eigenvector at level `a`, the lowest level of `H` orthogonal to `u` is the
lowest of the eigenvalues other than the one indexed by `a`. -/
theorem isLeast_orthLevels {H : Matrix n n ℂ} (hH : H.IsHermitian) {a b : n} (hab : a ≠ b)
    (hb : ∀ j, j ≠ a → hH.eigenvalues b ≤ hH.eigenvalues j) {u : n → ℂ}
    (hu : star u ⬝ᵥ u = 1) (hHu : H *ᵥ u = (hH.eigenvalues a : ℂ) • u) :
    IsLeast (orthLevels H u) (hH.eigenvalues b) := by
  -- the orthonormal eigenbasis, written with plain vectors
  let ψ : n → n → ℂ := fun j => (hH.eigenvectorBasis j).ofLp
  have inner_eq (x y : EuclideanSpace ℂ n) : inner ℂ x y = star x.ofLp ⬝ᵥ y.ofLp := by
    rw [EuclideanSpace.inner_eq_star_dotProduct, dotProduct_comm]
  have hψ (j : n) : H *ᵥ ψ j = (hH.eigenvalues j : ℂ) • ψ j :=
    (hH.mulVec_eigenvectorBasis j).trans (by ext i; simp [ψ])
  have orth (i j : n) : star (ψ i) ⬝ᵥ ψ j = if i = j then 1 else 0 := by
    have h := orthonormal_iff_ite.mp hH.eigenvectorBasis.orthonormal i j
    rw [inner_eq] at h
    exact h
  have parseval (x y : n → ℂ) :
      ∑ j, (star x ⬝ᵥ ψ j) * (star (ψ j) ⬝ᵥ y) = star x ⬝ᵥ y := by
    have h := hH.eigenvectorBasis.sum_inner_mul_inner (WithLp.toLp 2 x) (WithLp.toLp 2 y)
    simp only [inner_eq] at h
    exact h
  constructor
  · by_cases hq : star u ⬝ᵥ ψ b = 0
    · refine ⟨ψ b, fun h => ?_, hq, hψ b⟩
      have h1 := orth b b
      simp [h] at h1
    · -- degenerate case: combine two eigenstates into one orthogonal to `u`
      have hE : hH.eigenvalues a = hH.eigenvalues b := by
        by_contra hne
        exact hq (eigen_orthogonal hH hHu (hψ b) hne)
      refine ⟨(star u ⬝ᵥ ψ b) • ψ a - (star u ⬝ᵥ ψ a) • ψ b, fun h => hq ?_, ?_, ?_⟩
      · have h1 := congrArg (fun w => star (ψ a) ⬝ᵥ w) h
        simpa only [dotProduct_sub, dotProduct_smul, orth, if_true, if_neg hab, smul_eq_mul,
          mul_one, mul_zero, sub_zero, dotProduct_zero] using h1
      · rw [dotProduct_sub, dotProduct_smul, dotProduct_smul, smul_eq_mul, smul_eq_mul]
        ring
      · rw [mulVec_sub, mulVec_smul, mulVec_smul, hψ a, hψ b, hE]
        module
  · rintro μ ⟨v, hv, huv, hHv⟩
    by_contra hlt
    have hμ : μ < hH.eigenvalues b := lt_of_not_ge hlt
    -- below level `b`, only the component along `ψ a` survives
    have hz (j : n) (hj : j ≠ a) : star (ψ j) ⬝ᵥ v = 0 :=
      eigen_orthogonal hH (hψ j) hHv (hμ.trans_le (hb j hj)).ne'
    have single (x : n → ℂ) :
        (star x ⬝ᵥ ψ a) * (star (ψ a) ⬝ᵥ v) = star x ⬝ᵥ v := by
      rw [← parseval x v]
      exact (Finset.sum_eq_single a (fun j _ hj => by rw [hz j hj, mul_zero])
        (fun h => absurd (Finset.mem_univ a) h)).symm
    have hav : star (ψ a) ⬝ᵥ v ≠ 0 := by
      intro h
      have h1 := single v
      rw [h, mul_zero] at h1
      exact hv (dotProduct_star_self_eq_zero.mp h1.symm)
    have hEa : hH.eigenvalues a = μ := by
      by_contra hne
      exact hav (eigen_orthogonal hH (hψ a) hHv hne)
    have hua : star u ⬝ᵥ ψ a = 0 :=
      (mul_eq_zero.mp ((single u).trans huv)).resolve_right hav
    -- then `u` is orthogonal to the whole eigenbasis, against its normalisation
    have h0 : star u ⬝ᵥ u = 0 := by
      rw [← parseval u u]
      apply Finset.sum_eq_zero
      intro j _
      by_cases hj : j = a
      · rw [hj, hua, zero_mul]
      · have hne : hH.eigenvalues a ≠ hH.eigenvalues j := by
          rw [hEa]
          exact (hμ.trans_le (hb j hj)).ne
        rw [eigen_orthogonal hH hHu (hψ j) hne, zero_mul]
    rw [hu] at h0
    exact one_ne_zero h0

end

end PenaltyDeflation
```

The compiler's answer:

```
Main.lean:83:58: error: Tactic `rewrite` failed: Did not find an occurrence of the pattern
  star (ψ j) ⬝ᵥ v
in the target expression
  ?m.569 j = 0

n : Type u_1
inst✝¹ : Fintype n
inst✝ : DecidableEq n
H : Matrix n n ℂ
hH : H.IsHermitian
a b : n
hab : a ≠ b
hb : ∀ (j : n), j ≠ a → hH.eigenvalues b ≤ hH.eigenvalues j
u : n → ℂ
hu : star u ⬝ᵥ u = 1
hHu : H *ᵥ u = ↑(hH.eigenvalues a) • u
ψ : n → n → ℂ := fun j => (hH.eigenvectorBasis j).ofLp
inner_eq : ∀ (x y : EuclideanSpace ℂ n), inner ℂ x y = star x.ofLp ⬝ᵥ y.ofLp
hψ : ∀ (j : n), H *ᵥ ψ j = ↑(hH.eigenvalues j) • ψ j
orth : ∀ (i j : n), star (ψ i) ⬝ᵥ ψ j = if i = j then 1 else 0
parseval : ∀ (x y : n → ℂ), ∑ j, star x ⬝ᵥ ψ j * star (ψ j) ⬝ᵥ y = star x ⬝ᵥ y
μ : ℝ
v : n → ℂ
hv : v ≠ 0
huv : star u ⬝ᵥ v = 0
hHv : H *ᵥ v = ↑μ • v
hlt : ¬hH.eigenvalues b ≤ μ
hμ : μ < hH.eigenvalues b
hz : ∀ (j : n), j ≠ a → star (ψ j) ⬝ᵥ v = 0
x : n → ℂ
j : n
x✝ : j ∈ Finset.univ
hj : j ≠ a
⊢ ?m.569 j = 0
Main.lean:83:6: error: Type mismatch
  Eq.symm (Finset.sum_eq_single a (fun j x hj => ?m.573) fun h => absurd (Finset.mem_univ a) h)
has type
  ?m.569 a = ∑ x, ?m.569 x
but is expected to have type
  star x ⬝ᵥ ψ a * star (ψ a) ⬝ᵥ v = ∑ j, star x ⬝ᵥ ψ j * star (ψ j) ⬝ᵥ v
```

Lean accepts the file once it reads:

```diff
@@ -81,6 +81,10 @@
         (star x ⬝ᵥ ψ a) * (star (ψ a) ⬝ᵥ v) = star x ⬝ᵥ v := by
       rw [← parseval x v]
-      exact (Finset.sum_eq_single a (fun j _ hj => by rw [hz j hj, mul_zero])
-        (fun h => absurd (Finset.mem_univ a) h)).symm
+      symm
+      apply Finset.sum_eq_single a
+      · intro j _ hj
+        rw [hz j hj, mul_zero]
+      · intro h
+        exact absurd (Finset.mem_univ a) h
     have hav : star (ψ a) ⬝ᵥ v ≠ 0 := by
       intro h
```

What went wrong. Both errors come from one step in `single`, which reduces a sum over the eigenbasis to its term at `a`. `Finset.sum_eq_single` has to learn the summand from the goal, but in both messages it is still the unknown `?m.569`. The `rw` therefore faces `?m.569 j = 0`, where there is no `star (ψ j) ⬝ᵥ v` to rewrite. The type mismatch shows why the goal did not help. With `.symm` applied to the lemma, the single term `?m.569 a` stands on the left and is matched first, and a value at `a` alone does not fix a function.

The repair calls `symm` on the goal instead, so that the sum is on the left, as in the lemma. `apply` then matches sum with sum and reads off the summand, after which the term at `a` agrees and the unchanged `rw [hz j hj, mul_zero]` has a concrete product to work on. Setting out the two side conditions as bullets is mere tidying, since their arguments are the same as before.
